# The energy's rate of change under a plane rotation of the deformation gradient is the difference of the ij and ji entries of P Gᵀ

In elasticity, let `W` be a real-valued energy of a real square matrix, the deformation gradient, with finitely many axes. The gradient `F` is rotated by an angle `t` in the plane of two distinct axes `i` and `j`, giving G = R(t)F; a positive angle turns axis `j` towards axis `i`. `W` is assumed differentiable at G, with first Piola–Kirchhoff stress P = ∂W/∂F evaluated there, so that Pₖₗ is the derivative with respect to the entry Fₖₗ. The declaration `energy_rate` states that the derivative of the energy with respect to the angle is then (P Gᵀ)ᵢⱼ − (P Gᵀ)ⱼᵢ; neither invariance of `W` under rotations nor invertibility of `F` is assumed. The attempt applies the chain rule, then seeks to write the resulting derivative as a trace and read off the two entries.

As first written in Lean, the proof fails:

```lean
import Mathlib

open Matrix

namespace FrameInvariance

noncomputable section

attribute [local instance] Matrix.normedAddCommGroup Matrix.normedSpace

variable {n : Type*} [Fintype n] [DecidableEq n]

/-- `P` is the first Piola–Kirchhoff stress of the energy `W` at `F`: the derivative of `W`
at `F` in the direction `H` is `tr (Pᵀ H)`. -/
def HasStress (W : Matrix n n ℝ → ℝ) (F P : Matrix n n ℝ) : Prop :=
  ∃ L : Matrix n n ℝ →L[ℝ] ℝ, HasFDerivAt W L F ∧ ∀ H, L H = trace (Pᵀ * H)

/-- The infinitesimal rotation in the plane of the axes `i` and `j`. -/
def generator (i j : n) : Matrix n n ℝ := Matrix.single i j 1 - Matrix.single j i 1

/-- The rotation by the angle `θ` in the plane of the axes `i` and `j`. -/
def planeRotation (i j : n) (θ : ℝ) : Matrix n n ℝ :=
  1 + Real.sin θ • generator i j + (1 - Real.cos θ) • (generator i j * generator i j)

/-- The generator of a plane rotation satisfies `K³ = -K`. -/
theorem generator_cube {i j : n} (h : i ≠ j) :
    generator i j * generator i j * generator i j = -generator i j := by
  simp [generator, sub_mul, mul_sub, Matrix.single_mul_single_of_ne, h, h.symm]
  abel

/-- A deformation rotated in a plane changes at the rate `K R(t) F`. -/
theorem hasDerivAt_rotated {i j : n} (h : i ≠ j) (F : Matrix n n ℝ) (t : ℝ) :
    HasDerivAt (fun s => planeRotation i j s * F)
      (generator i j * (planeRotation i j t * F)) t := by
  have h1 := (Real.hasDerivAt_sin t).smul_const (generator i j * F)
  have h2 := ((Real.hasDerivAt_cos t).const_sub 1).smul_const
    (generator i j * generator i j * F)
  have h3 := (h1.fun_add h2).const_add F
  have hf : (fun s => planeRotation i j s * F) = fun s => F + (Real.sin s • (generator i j * F)
      + (1 - Real.cos s) • (generator i j * generator i j * F)) := by
    funext s
    simp only [planeRotation, add_mul, one_mul, Matrix.smul_mul, add_assoc]
  have hK : generator i j * planeRotation i j t =
      Real.cos t • generator i j + Real.sin t • (generator i j * generator i j) := by
    simp only [planeRotation, mul_add, mul_one, Matrix.mul_smul, ← mul_assoc, generator_cube h]
    module
  rw [hf]
  refine h3.congr_deriv ?_
  rw [← mul_assoc, hK, add_mul, Matrix.smul_mul, Matrix.smul_mul, neg_neg]

/-- Under a plane rotation the energy changes at a rate equal to the difference of the `ij` and
`ji` entries of `P Gᵀ`, where `G` is the rotated deformation gradient and `P` its stress. -/
theorem energy_rate {W : Matrix n n ℝ → ℝ} {i j : n} (h : i ≠ j) {F P : Matrix n n ℝ} {t : ℝ}
    (hP : HasStress W (planeRotation i j t * F) P) :
    HasDerivAt (fun s => W (planeRotation i j s * F))
      ((P * (planeRotation i j t * F)ᵀ) i j - (P * (planeRotation i j t * F)ᵀ) j i) t := by
  obtain ⟨L, hL, hLP⟩ := hP
  have key : ∀ (a b : n) (M : Matrix n n ℝ), trace (Matrix.single a b 1 * M) = M b a := by
    intro a b M
    rw [Matrix.trace, Finset.sum_eq_single a]
    · simp
    · intro x _ hx
      simp [hx]
    · simp
  have swap : ∀ (G : Matrix n n ℝ) (a b : n), (G * Pᵀ) a b = (P * Gᵀ) b a := by
    intro G a b
    simp [Matrix.mul_apply, mul_comm]
  have hc := HasFDerivAt.comp_hasDerivAt (f := fun s => planeRotation i j s * F) t hL
    (hasDerivAt_rotated h F t)
  refine hc.congr_deriv ?_
  rw [hLP, Matrix.trace_mul_comm, Matrix.mul_assoc, generator, Matrix.sub_mul,
    Matrix.trace_sub, key, key, swap, swap]

end

end FrameInvariance
```

The compiler's answer:

```
Main.lean:71:6: error: Tactic `rewrite` failed: Did not find an occurrence of the pattern
  L ?H
in the target expression
  L (generator i j * (planeRotation i j t * F)) =
    (P * (planeRotation i j t * F)ᵀ) i j - (P * (planeRotation i j t * F)ᵀ) j i

n : Type u_1
inst✝¹ : Fintype n
inst✝ : DecidableEq n
W : Matrix n n ℝ → ℝ
i j : n
h : i ≠ j
F P : Matrix n n ℝ
t : ℝ
L : Matrix n n ℝ →L[ℝ] ℝ
hL : HasFDerivAt W L (planeRotation i j t * F)
hLP : ∀ (H : Matrix n n ℝ), L H = (Pᵀ * H).trace
key : ∀ (a b : n) (M : Matrix n n ℝ), (single a b 1 * M).trace = M b a
swap : ∀ (G : Matrix n n ℝ) (a b : n), (G * Pᵀ) a b = (P * Gᵀ) b a
hc : HasDerivAt (W ∘ fun s => planeRotation i j s * F) (L (generator i j * (planeRotation i j t * F))) t
⊢ L (generator i j * (planeRotation i j t * F)) =
    (P * (planeRotation i j t * F)ᵀ) i j - (P * (planeRotation i j t * F)ᵀ) j i

Note: The target expression is not type-correct under the `implicit` transparency level, which may have triggered the failure. This is usually caused by unfolding of semireducible definitions in prior tactic steps. Use `set_option linter.tacticCheckInstances true` to investigate the source of the issue.
Full error:
  Application type mismatch: The argument
    L
  has type
    @ContinuousLinearMap ℝ ℝ Real.semiring Real.semiring (RingHom.id ℝ) (Matrix n n ℝ) instTopologicalSpaceMatrix
      addCommMonoid ℝ PseudoMetricSpace.toUniformSpace.toTopologicalSpace Real.instAddCommMonoid module
      Semiring.toModule
  but is expected to have type
    @ContinuousLinearMap ℝ ℝ Field.toSemifield.toDivisionSemiring.toSemiring
      Field.toSemifield.toDivisionSemiring.toSemiring (RingHom.id ℝ) (Matrix n n ℝ)
      PseudoMetricSpace.toUniformSpace.toTopologicalSpace Matrix.normedAddCommGroup.toAddCommMonoid ℝ
      PseudoMetricSpace.toUniformSpace.toTopologicalSpace Real.normedAddCommGroup.toAddCommMonoid
      Matrix.normedSpace.toModule RCLike.toInnerProductSpaceReal.toModule
  in the application
    ⇑L
```

Cause. The message says that `rw [hLP]` found no instance of `L ?H`, although the goal visibly contains `L` applied to a matrix. The difference lies in the hidden instances. In `HasStress`, `L` is a continuous linear map for the matrices' own topology, addition and module structure. The chain rule's result applies `L` as a map for the structures derived from the local norm instances. These agree by definition, but seeing it takes more unfolding than `rw` does when matching its pattern. The note reports the same mismatch: at `implicit` transparency the goal is not even type-correct.

The repair uses `hLP` as a term instead. In `(hLP _).trans ?_`, Lean checks the left side of `hLP` against the derivative by definitional unfolding, which identifies the two forms. The goal left over starts from the trace and no longer mentions `L`, so `hLP` is dropped from the `rw` list and the remaining rewrites finish the proof.

Fix (accepted with no message):

```diff
@@ -68,6 +68,6 @@
   have hc := HasFDerivAt.comp_hasDerivAt (f := fun s => planeRotation i j s * F) t hL
     (hasDerivAt_rotated h F t)
-  refine hc.congr_deriv ?_
-  rw [hLP, Matrix.trace_mul_comm, Matrix.mul_assoc, generator, Matrix.sub_mul,
+  refine hc.congr_deriv ((hLP _).trans ?_)
+  rw [Matrix.trace_mul_comm, Matrix.mul_assoc, generator, Matrix.sub_mul,
     Matrix.trace_sub, key, key, swap, swap]
 
```
